# The propagator of a finite Hermitian Hamiltonian matrix is unitary

In a quantum system with finitely many basis states, a Hermitian Hamiltonian that does not change in time evolves states in a way that preserves their inner products. `propagator_unitary` states this for a finite complex matrix H with H† = H and a real time t: the propagator U = exp(−itH), in units with ħ = 1, satisfies U†U = 1. The attempt first shows that the exponent A = −itH is anti-Hermitian, so that U† = exp(−A). It then merges exp(−A) exp(A) into exp(−A + A), which is allowed because −A and A commute, and reduces this to exp(0) = 1.

As first written in Lean, the proof fails:

```lean
import Mathlib

open Matrix
open scoped Kronecker

namespace NoninteractingPropagator

noncomputable section

variable {m n : Type*} [Fintype m] [DecidableEq m] [Fintype n] [DecidableEq n]

/-- The propagator `exp(-itH)` of a Hamiltonian matrix `H` at time `t`, in units with `ħ = 1`. -/
def propagator (H : Matrix m m ℂ) (t : ℝ) : Matrix m m ℂ :=
  NormedSpace.exp ((-Complex.I * (t : ℂ)) • H)

/-- The propagator `U` of a Hermitian Hamiltonian satisfies `U† U = 1`. -/
theorem propagator_unitary {H : Matrix m m ℂ} (hH : H.IsHermitian) (t : ℝ) :
    (propagator H t)ᴴ * propagator H t = 1 := by
  -- the exponent is anti-Hermitian
  have h : ((-Complex.I * (t : ℂ)) • H)ᴴ = -((-Complex.I * (t : ℂ)) • H) := by
    rw [Matrix.conjTranspose_smul, hH.eq, ← neg_smul]
    congr 1
    simp
  rw [propagator, ← Matrix.exp_conjTranspose, h,
    ← Matrix.exp_add_of_commute _ _ (Commute.refl _).neg_left, neg_add_cancel,
    NormedSpace.exp_zero]

end

end NoninteractingPropagator
```

The compiler's answer:

```
Main.lean:25:36: error(lean.synthInstanceFailed): failed to synthesize instance of type class
  HasDistribNeg (Matrix ?m.110 ?m.110 ?m.111)

Hint: Type class instance resolution failures can be inspected with the `set_option trace.Meta.synthInstance true` command.
Main.lean:18:46: error: unsolved goals
m : Type u_1
inst✝¹ : Fintype m
inst✝ : DecidableEq m
H : Matrix m m ℂ
hH : H.IsHermitian
t : ℝ
h : ((-Complex.I * ↑t) • H)ᴴ = -((-Complex.I * ↑t) • H)
⊢ NormedSpace.exp (-((-Complex.I * ↑t) • H)) * NormedSpace.exp ((-Complex.I * ↑t) • H) = 1
```

What went wrong. The first message points at `(Commute.refl _).neg_left`, the proof that −A and A commute. Lean elaborates this term before `rw` matches the lemma against the goal, so the underscores have not yet been filled in by A. Lean knows only that it has a square matrix, with index type and entry type still unknown, as the `?m` placeholders show. `neg_left` needs a `HasDistribNeg` instance, the rules for how negation passes through products, and Lean can't find one for a matrix type left so open.

The second message follows from the first. The rewriting stopped there, leaving exp(−A) exp(A) = 1 unproved.

The repair proves the commutation beforehand as `hc`, with both matrices written out. The types are then known and the instance is found. Passing `hc` to `Matrix.exp_add_of_commute` also fixes its two underscores as −A and A, so the reversed rewrite matches the goal. The last two rewrites are unchanged; moving them onto one line is mere tidying.

Lean accepts the file once it reads:

```diff
@@ -22,7 +22,8 @@
     congr 1
     simp
+  have hc : Commute (-((-Complex.I * (t : ℂ)) • H)) ((-Complex.I * (t : ℂ)) • H) :=
+    (Commute.refl ((-Complex.I * (t : ℂ)) • H)).neg_left
   rw [propagator, ← Matrix.exp_conjTranspose, h,
-    ← Matrix.exp_add_of_commute _ _ (Commute.refl _).neg_left, neg_add_cancel,
-    NormedSpace.exp_zero]
+    ← Matrix.exp_add_of_commute _ _ hc, neg_add_cancel, NormedSpace.exp_zero]
 
 end
```
